# A spectral gap alone does not bound the solution of a Sylvester equation

## Residual divided by gap

Suppose an approximate solution of $AX-XB=C$ leaves a small residual, and the error is estimated as the residual divided by the distance between the spectra of $A$ and $B$. Sizes are measured here in the Frobenius norm, the square root of the sum of the squared moduli of the entries. If $\tilde X$ is the approximation and $X$ the exact solution, the error $E=X-\tilde X$ satisfies $AE-EB=C-(A\tilde X-\tilde XB)$, whose right-hand side is the residual, so a bound on solutions is also a bound on errors. For Hermitian matrices with no common eigenvalue the estimate is a safe upper bound in this norm. For non-Hermitian ones the true error can exceed it by any factor, with nothing in the eigenvalues to show it.

Such equations arise when two blocks of a matrix are decoupled. In electronic structure the blocks may be non-Hermitian, as with the similarity-transformed Hamiltonian of coupled-cluster theory; the failure is shown here on a finite model, a $2\times2$ block against a $1\times1$ block.

## The bound with orthonormal eigenvectors

Let $\|X\|^2=\sum_{ij}|X_{ij}|^2=\operatorname{tr}(X^\dagger X)$. Suppose $U$ and $V$ are unitary, with $AU=U\,\mathrm{diag}(a)$ and $BV=V\,\mathrm{diag}(b)$, and $|a_i-b_j|\ge\delta>0$ for all $i,j$. The number $\delta$ is a lower bound on the gap, the smallest distance between an eigenvalue of $A$ and one of $B$; it may be taken equal to the gap.

Put $Y=U^\dagger XV$. Since $U^\dagger A=\mathrm{diag}(a)\,U^\dagger$,
$$\bigl(U^\dagger(AX-XB)V\bigr)_{ij}=(a_i-b_j)\,Y_{ij}.$$
By cyclicity of the trace, $\|Y\|^2=\operatorname{tr}(V^\dagger X^\dagger UU^\dagger XV)=\|X\|^2$, and likewise for $AX-XB$. Hence
$$\|AX-XB\|^2=\sum_{ij}|a_i-b_j|^2|Y_{ij}|^2\ge\delta^2\|X\|^2,$$
so $\|X\|\le\|AX-XB\|/\delta$.

## One-sided coupling

For real $K$ take
$$A=\begin{pmatrix}1&K\\0&1\end{pmatrix},\qquad B=(0),\qquad C=\begin{pmatrix}0\\1\end{pmatrix}.$$
Two levels of equal energy are coupled in one direction only, with energies in units of the gap.

If $Av=av$, then $v_0+Kv_1=av_0$ and $v_1=av_1$. For $a\ne1$ the second equation gives $v_1=0$ and the first then gives $v_0=0$, so no eigenvector exists. For $a=1$ the vector $(1,0)^T$ is one. The only eigenvalue of $A$ is therefore 1, that of $B$ is 0, and the gap is 1 for every $K$.

The equation $AX-XB=C$ reads $X_{00}+KX_{10}=0$ and $X_{10}=1$. Its only solution is $X=(-K,1)^T$, with $\|X\|=\sqrt{1+K^2}$, while $\|C\|=1$.

If a constant $M$ satisfied $\|X\|\le M\|AX-XB\|$ whenever the gap is at least 1, the choice $K=M$ would give $\sqrt{1+M^2}\le M$, which is false.

If $A$ had an orthonormal eigenbasis, the gap bound with $\delta=1$ would give $\sqrt{1+K^2}\le1$, hence $K=0$. Conversely, at $K=0$ the matrix is the identity, which has such a basis.

## What the theorems say

All matrices are complex and finite. `sylvester A B X` is $AX-XB$, and `frob` is the Frobenius norm, which for one column is the Euclidean norm. `IsEigenvalue` asks for a nonzero eigenvector. `HasOrthonormalEigenbasis` asks for a unitary matrix of eigenvectors; Hermitian matrices are the familiar case. The matrix $A$ above is `shear K`, and $C$ is `source`.

- `gap_bound` is the inequality for any finite sizes. The eigenbases and the gap are hypotheses.
- `shear_solution` gives the norm of $C$, the unique solution and its norm.
- `no_gap_bound` excludes a constant $M$ common to all $2\times2$ matrices $A$ and $1\times1$ matrices $B$ with eigenvalues at least 1 apart. For a fixed $K$ a constant depending on $K$ is still possible.
- `shear_eigenbasis_iff` states that `shear K` has an orthonormal eigenbasis exactly when $K=0$.

For $K\ne0$ the example has only one independent eigenvector, so it does not address matrices that are diagonalisable but non-normal.

In Lean 4 with Mathlib:

```lean
import Mathlib

open Matrix

namespace SylvesterGapBound

noncomputable section

variable {m n : Type*} [Fintype m] [Fintype n] [DecidableEq m] [DecidableEq n]

/-- The Sylvester operator `X ↦ A X - X B`. -/
def sylvester {m n : Type*} [Fintype m] [Fintype n]
    (A : Matrix m m ℂ) (B : Matrix n n ℂ) (X : Matrix m n ℂ) : Matrix m n ℂ :=
  A * X - X * B

/-- The sum of the squared moduli of all entries. -/
def frobSq {m n : Type*} [Fintype m] [Fintype n] (X : Matrix m n ℂ) : ℝ :=
  ∑ i, ∑ j, ‖X i j‖ ^ 2

/-- The Frobenius norm; for a single column it is the Euclidean norm. -/
def frob {m n : Type*} [Fintype m] [Fintype n] (X : Matrix m n ℂ) : ℝ :=
  √(frobSq X)

/-- The number `a` is an eigenvalue of `A`: some nonzero vector `v` has `A v = a v`. -/
def IsEigenvalue {m : Type*} [Fintype m] (A : Matrix m m ℂ) (a : ℂ) : Prop :=
  ∃ v : m → ℂ, v ≠ 0 ∧ A *ᵥ v = a • v

/-- The columns of some unitary matrix `U` are eigenvectors of `A`. -/
def HasOrthonormalEigenbasis {m : Type*} [Fintype m] [DecidableEq m]
    (A : Matrix m m ℂ) : Prop :=
  ∃ (U : Matrix m m ℂ) (a : m → ℂ), Uᴴ * U = 1 ∧ A * U = U * diagonal a

/-- The two-level matrix with both diagonal entries 1 and one-sided coupling `K`. -/
def shear (K : ℝ) : Matrix (Fin 2) (Fin 2) ℂ := !![1, (K : ℂ); 0, 1]

/-- The right-hand side `(0, 1)ᵀ`. -/
def source : Matrix (Fin 2) (Fin 1) ℂ := !![0; 1]

/-- The squared Frobenius norm is the trace of `Xᴴ X`. -/
theorem frobSq_eq_trace {m n : Type*} [Fintype m] [Fintype n] (X : Matrix m n ℂ) :
    ((frobSq X : ℝ) : ℂ) = trace (Xᴴ * X) := by
  simp only [frobSq, Matrix.trace, Matrix.diag_apply, Matrix.mul_apply,
    Matrix.conjTranspose_apply]
  rw [Finset.sum_comm]
  push_cast
  refine Finset.sum_congr rfl fun j _ => Finset.sum_congr rfl fun i _ => ?_
  exact (Complex.conj_mul' _).symm

/-- Unitary changes of basis on both sides leave the squared Frobenius norm unchanged. -/
theorem frobSq_unitary (U : Matrix m m ℂ) (V : Matrix n n ℂ) (X : Matrix m n ℂ)
    (hU : Uᴴ * U = 1) (hV : Vᴴ * V = 1) : frobSq (Uᴴ * X * V) = frobSq X := by
  have hU' : U * Uᴴ = 1 := mul_eq_one_comm.mp hU
  have hV' : V * Vᴴ = 1 := mul_eq_one_comm.mp hV
  have h : (Uᴴ * X * V)ᴴ * (Uᴴ * X * V) = Vᴴ * ((Xᴴ * X) * V) := by
    calc (Uᴴ * X * V)ᴴ * (Uᴴ * X * V) = Vᴴ * (Xᴴ * ((U * Uᴴ) * (X * V))) := by
          simp only [conjTranspose_mul, conjTranspose_conjTranspose, Matrix.mul_assoc]
      _ = Vᴴ * ((Xᴴ * X) * V) := by
          rw [hU', Matrix.one_mul]
          simp only [Matrix.mul_assoc]
  apply Complex.ofReal_inj.mp
  rw [frobSq_eq_trace, frobSq_eq_trace, h, Matrix.trace_mul_comm,
    Matrix.mul_assoc (Xᴴ * X) V Vᴴ, hV', Matrix.mul_one]

/-- If `U` is unitary and `A U = U diag(a)`, then every `a i` is an eigenvalue of `A`. -/
theorem isEigenvalue_of_basis {A U : Matrix m m ℂ} {a : m → ℂ}
    (hU : Uᴴ * U = 1) (h : A * U = U * diagonal a) (i : m) : IsEigenvalue A (a i) := by
  refine ⟨fun k => U k i, ?_, ?_⟩
  · intro h0
    have h1 := congrFun (congrFun hU i) i
    rw [Matrix.mul_apply, Matrix.one_apply_eq] at h1
    have h2 : ∀ k, U k i = 0 := fun k => congrFun h0 k
    simp [h2] at h1
  · ext k
    have h1 := congrFun (congrFun h k) i
    rw [Matrix.mul_diagonal, Matrix.mul_apply] at h1
    simp only [Matrix.mulVec, dotProduct, Pi.smul_apply, smul_eq_mul]
    rw [h1, mul_comm]

/-- Gap bound: if `A` and `B` have orthonormal eigenbases and their eigenvalues are at least
`δ > 0` apart, then the norm of `X` is at most the norm of `A X - X B` divided by `δ`. -/
theorem gap_bound {A : Matrix m m ℂ} {B : Matrix n n ℂ} {δ : ℝ} (hδ : 0 < δ)
    (hA : HasOrthonormalEigenbasis A) (hB : HasOrthonormalEigenbasis B)
    (gap : ∀ a b, IsEigenvalue A a → IsEigenvalue B b → δ ≤ ‖a - b‖)
    (X : Matrix m n ℂ) : frob X ≤ frob (sylvester A B X) / δ := by
  obtain ⟨U, a, hU, hAU⟩ := hA
  obtain ⟨V, b, hV, hBV⟩ := hB
  have hU' : U * Uᴴ = 1 := mul_eq_one_comm.mp hU
  have hUA : Uᴴ * A = diagonal a * Uᴴ := by
    calc Uᴴ * A = Uᴴ * (A * U) * Uᴴ := by
          rw [Matrix.mul_assoc, Matrix.mul_assoc, hU', Matrix.mul_one]
      _ = diagonal a * Uᴴ := by
          rw [hAU, ← Matrix.mul_assoc, hU, Matrix.one_mul]
  -- In the eigenbases the Sylvester operator acts entry by entry.
  have hS : Uᴴ * sylvester A B X * V
      = diagonal a * (Uᴴ * X * V) - (Uᴴ * X * V) * diagonal b := by
    calc Uᴴ * sylvester A B X * V = (Uᴴ * A) * X * V - Uᴴ * X * (B * V) := by
          simp only [sylvester, Matrix.mul_sub, Matrix.sub_mul, Matrix.mul_assoc]
      _ = _ := by
          rw [hUA, hBV]
          simp only [Matrix.mul_assoc]
  have key : δ ^ 2 * frobSq X ≤ frobSq (sylvester A B X) := by
    rw [← frobSq_unitary U V X hU hV, ← frobSq_unitary U V (sylvester A B X) hU hV, hS]
    unfold frobSq
    rw [Finset.mul_sum]
    refine Finset.sum_le_sum fun i _ => ?_
    rw [Finset.mul_sum]
    refine Finset.sum_le_sum fun j _ => ?_
    have he : (diagonal a * (Uᴴ * X * V) - (Uᴴ * X * V) * diagonal b) i j
        = (a i - b j) * (Uᴴ * X * V) i j := by
      rw [Matrix.sub_apply, Matrix.diagonal_mul, Matrix.mul_diagonal]
      ring
    rw [he, norm_mul, mul_pow]
    exact mul_le_mul_of_nonneg_right (pow_le_pow_left₀ hδ.le
      (gap _ _ (isEigenvalue_of_basis hU hAU i) (isEigenvalue_of_basis hV hBV j)) 2)
      (sq_nonneg _)
  have hX : 0 ≤ frobSq X :=
    Finset.sum_nonneg fun i _ => Finset.sum_nonneg fun j _ => sq_nonneg _
  rw [le_div_iff₀ hδ]
  refine le_trans (le_abs_self _) (Real.abs_le_sqrt ?_)
  rw [frob, mul_pow, Real.sq_sqrt hX]
  linarith

/-- For every `K` the only eigenvalue of the shear matrix is 1. -/
theorem shear_eigenvalue (K : ℝ) (a : ℂ) : IsEigenvalue (shear K) a ↔ a = 1 := by
  constructor
  · rintro ⟨v, hv, h⟩
    have h0 : v 0 + K * v 1 = a * v 0 := by
      simpa [shear, Matrix.mulVec, dotProduct, Fin.sum_univ_two] using congrFun h 0
    have h1 : v 1 = a * v 1 := by
      simpa [shear, Matrix.mulVec, dotProduct, Fin.sum_univ_two] using congrFun h 1
    by_contra ha
    have ha' : 1 - a ≠ 0 := sub_ne_zero.mpr (Ne.symm ha)
    have e1 : v 1 = 0 := (mul_eq_zero.mp
      (by linear_combination h1 : (1 - a) * v 1 = 0)).resolve_left ha'
    have e0 : v 0 = 0 := (mul_eq_zero.mp
      (by linear_combination h0 - K * e1 : (1 - a) * v 0 = 0)).resolve_left ha'
    exact hv (funext (Fin.forall_fin_two.mpr ⟨e0, e1⟩))
  · rintro rfl
    refine ⟨![1, 0], ?_, ?_⟩
    · intro h
      have h0 := congrFun h 0
      simp at h0
    · ext i
      fin_cases i <;> simp [shear, Matrix.mulVec, dotProduct, Fin.sum_univ_two]

/-- The only eigenvalue of the 1 by 1 zero matrix is 0. -/
theorem zero_eigenvalue (b : ℂ) :
    IsEigenvalue (0 : Matrix (Fin 1) (Fin 1) ℂ) b ↔ b = 0 := by
  constructor
  · rintro ⟨v, hv, h⟩
    rw [Matrix.zero_mulVec] at h
    exact (smul_eq_zero.mp h.symm).resolve_right hv
  · rintro rfl
    refine ⟨fun _ => 1, ?_, by simp⟩
    intro h
    have h0 := congrFun h 0
    simp at h0

/-- With `A` the shear matrix and `B = 0`, the equation `A X - X B = (0, 1)ᵀ` has a right-hand
side of norm 1 and exactly one solution, `(-K, 1)ᵀ`, whose norm is `√(1 + K²)`. -/
theorem shear_solution (K : ℝ) :
    frob source = 1 ∧
    (∀ X, sylvester (shear K) 0 X = source ↔ X = !![-(K : ℂ); 1]) ∧
    frob !![-(K : ℂ); 1] = √(1 + K ^ 2) := by
  refine ⟨by simp [frob, frobSq, source, Fin.sum_univ_two], fun X => ⟨fun h => ?_, ?_⟩, ?_⟩
  · rw [sylvester, Matrix.mul_zero, sub_zero] at h
    have e0 := congrFun (congrFun h 0) 0
    have e1 := congrFun (congrFun h 1) 0
    rw [Matrix.mul_apply, Fin.sum_univ_two] at e0 e1
    have h0 : X 0 0 + K * X 1 0 = 0 := by simpa [shear, source] using e0
    have h1 : X 1 0 = 1 := by simpa [shear, source] using e1
    ext i j
    fin_cases i <;> fin_cases j
    · show X 0 0 = -(K : ℂ)
      linear_combination h0 - K * h1
    · exact h1
  · rintro rfl
    ext i j
    fin_cases i <;> fin_cases j <;>
      simp [sylvester, shear, source]
  · have h : frobSq !![-(K : ℂ); 1] = 1 + K ^ 2 := by
      simp [frobSq, Fin.sum_univ_two, add_comm]
    rw [frob, h]

/-- No constant `M` bounds the norm of `X` by `M` times the norm of `A X - X B` for all
2 by 2 matrices `A` and 1 by 1 matrices `B` with eigenvalues at least 1 apart. -/
theorem no_gap_bound : ¬ ∃ M : ℝ, ∀ (A : Matrix (Fin 2) (Fin 2) ℂ)
    (B : Matrix (Fin 1) (Fin 1) ℂ) (X : Matrix (Fin 2) (Fin 1) ℂ),
    (∀ a b, IsEigenvalue A a → IsEigenvalue B b → 1 ≤ ‖a - b‖) →
    frob X ≤ M * frob (sylvester A B X) := by
  rintro ⟨M, hM⟩
  -- The coupling K = M already defeats the constant M.
  obtain ⟨hC, hsol, hnorm⟩ := shear_solution M
  have h := hM (shear M) 0 !![-(M : ℂ); 1] (by
    intro a b ha hb
    rw [(shear_eigenvalue M a).mp ha, (zero_eigenvalue b).mp hb]
    simp)
  rw [(hsol _).mpr rfl, hC, hnorm, mul_one] at h
  have hlt : |M| < √(1 + M ^ 2) := by
    rw [← Real.sqrt_sq_eq_abs]
    exact Real.sqrt_lt_sqrt (sq_nonneg _) (by linarith)
  linarith [le_abs_self M]

/-- The shear matrix has an orthonormal eigenbasis exactly when the coupling `K` vanishes. -/
theorem shear_eigenbasis_iff (K : ℝ) : HasOrthonormalEigenbasis (shear K) ↔ K = 0 := by
  constructor
  · intro hA
    obtain ⟨hC, hsol, hnorm⟩ := shear_solution K
    have hB : HasOrthonormalEigenbasis (0 : Matrix (Fin 1) (Fin 1) ℂ) :=
      ⟨1, fun _ => 0, by simp, by simp⟩
    -- An orthonormal eigenbasis would force the solution to have norm at most 1.
    have h := gap_bound one_pos hA hB (by
      intro a b ha hb
      rw [(shear_eigenvalue K a).mp ha, (zero_eigenvalue b).mp hb]
      simp) !![-(K : ℂ); 1]
    rw [(hsol _).mpr rfl, hC, hnorm, div_one] at h
    have h2 := Real.sq_sqrt (by positivity : (0 : ℝ) ≤ 1 + K ^ 2)
    have h3 : K ^ 2 ≤ 0 := by nlinarith [Real.sqrt_nonneg (1 + K ^ 2)]
    exact (pow_eq_zero_iff two_ne_zero).mp (le_antisymm h3 (sq_nonneg K))
  · rintro rfl
    refine ⟨1, fun _ => 1, by simp, ?_⟩
    rw [Matrix.mul_one, Matrix.one_mul]
    ext i j
    fin_cases i <;> fin_cases j <;> simp [shear]

end

end SylvesterGapBound
```

```lean
#print axioms SylvesterGapBound.gap_bound
-- 'SylvesterGapBound.gap_bound' depends on axioms: [propext, Classical.choice, Quot.sound]
#print axioms SylvesterGapBound.no_gap_bound
-- 'SylvesterGapBound.no_gap_bound' depends on axioms: [propext, Classical.choice, Quot.sound]
#print axioms SylvesterGapBound.shear_eigenbasis_iff
-- 'SylvesterGapBound.shear_eigenbasis_iff' depends on axioms: [propext, Classical.choice, Quot.sound]
```

## How the proof follows the calculation

`frobSq_eq_trace` and `frobSq_unitary` supply the trace formula and the invariance of the norm. `isEigenvalue_of_basis` shows that each $a_i$ is an eigenvalue in the sense of the gap hypothesis: column $i$ of $U$ is nonzero because $(U^\dagger U)_{ii}=1$.

In `gap_bound`, `hS` moves the Sylvester operator into the eigenbases and `he` reads off the factor $a_i-b_j$. The inequality `key` compares the two sums term by term, and the last lines take the square root.

`shear_eigenvalue` and `shear_solution` extract the component equations with `congrFun` and solve them with `linear_combination`. `no_gap_bound` inserts $K=M$ and contradicts the proposed bound through $|M|<\sqrt{1+M^2}$. The forward half of `shear_eigenbasis_iff` applies `gap_bound` to the explicit solution, and `nlinarith` extracts $K^2\le0$.
